# The mean squared orientation factor is 2 for parallel dipoles shared equally among three orthogonal axes, with the separation along one of them

In dipole-dipole energy transfer the orientation factor is κ = d·a − 3(d·r)(a·r), for unit vectors d and a along the donor and acceptor dipoles and r along their separation. Here d and a always point together along one of the three coordinate axes, each axis has weight 1/3, and r is fixed along the third. The lemma says that the mean of κ² over these three arrangements is 2. The attempt unfolds the definitions, writes out the sums over `Fin 3`, and leaves the arithmetic to `norm_num`.

In Lean, a first try:

```lean
import Mathlib

open Matrix

namespace KappaSqParallelAxes

noncomputable section

/-- For unit vectors, the orientation factor of dipole-dipole energy transfer, with donor dipole
`d`, acceptor dipole `a` and direction `r` from one to the other. -/
def kappa (d a r : Fin 3 → ℝ) : ℝ :=
  d ⬝ᵥ a - 3 * (d ⬝ᵥ r) * (a ⬝ᵥ r)

/-- If donor and acceptor are always parallel, pointing together along one of the three axes
with equal weights, and `r` is the third axis, the mean of `kappa²` is `2`. -/
theorem kappa_sq_parallel_axes :
    ∑ k : Fin 3, (1 / 3 : ℝ) *
      kappa (Pi.single k 1) (Pi.single k 1) (Pi.single 2 1) ^ 2 = 2 := by
  norm_num [kappa, dotProduct, Fin.sum_univ_three, Pi.single_apply]

end

end KappaSqParallelAxes
```

Messages:

```
Main.lean:18:71: error: unsolved goals
⊢ 1 / 3 * (1 - if 2 = 0 then if 2 = 0 then 3 else 0 else 0) ^ 2 +
        1 / 3 * (1 - if 2 = 1 then if 2 = 1 then 3 else 0 else 0) ^ 2 +
      4 / 3 =
    2
```

Diagnosis. The error shows the goal that `norm_num` could not close. The third axis has already given its share, 4/3, but the other two terms still hold `if` expressions that ask whether `2 = 0` and whether `2 = 1`. These come from `Pi.single_apply`, which turns a component of a unit vector into a test on its index, so the numerals are elements of `Fin 3` and not real numbers. Numerals in `Fin 3` wrap round modulo 3, so different numerals can name the same element, and the rule by which `norm_num` tells numerals apart in types of characteristic zero does not apply. Both tests stayed undecided.

The repair proves the two inequalities, `h20` and `h21`, with `decide`, which can settle them because equality in `Fin 3` is decidable. Given to `norm_num`, they make both tests false, so each `if` becomes 0. What is left is 1/3 + 1/3 + 4/3 = 2, which `norm_num` can check.

The change, after which it compiles:

```diff
@@ -17,5 +17,7 @@
     ∑ k : Fin 3, (1 / 3 : ℝ) *
       kappa (Pi.single k 1) (Pi.single k 1) (Pi.single 2 1) ^ 2 = 2 := by
-  norm_num [kappa, dotProduct, Fin.sum_univ_three, Pi.single_apply]
+  have h20 : (2 : Fin 3) ≠ 0 := by decide
+  have h21 : (2 : Fin 3) ≠ 1 := by decide
+  norm_num [kappa, dotProduct, Fin.sum_univ_three, Pi.single_apply, h20, h21]
 
 end
```
